# For a nonlocal correlation kernel whose r²-weighted integral is zero, a tail close to −C/r⁶ beyond a cutoff R leaves a weight close to C/(3R³) inside it

The theorem `cutoff_error_bound` concerns a nonlocal correlation kernel φ(r) that is positive below a separation D > 0 and negative above it, with r²φ(r) integrable on r > 0 and of total integral zero. Write I(R) for the integral of r²φ(r) from 0 to a cutoff R > 0. If r⁶φ(r) lies within ε of −C at every r > R, the theorem says that R³I(R) lies within ε/3 of C/3. The proof uses the zero total to write I(R) as minus the integral beyond R, then compares that tail with the one −C/r⁶ would give, using the fact that r⁻⁴ integrates to 1/(3R³) beyond R.

The first attempt, which Lean rejects:

```lean
import Mathlib

open MeasureTheory Set Filter Topology

namespace CutoffErrorBound

noncomputable section

/-- A nonlocal correlation kernel that is positive below the node `D > 0`, negative above it,
and whose integrable radial weight `r² φ(r)` integrates to zero. -/
structure BalancedKernel (φ : ℝ → ℝ) (D : ℝ) : Prop where
  node_pos : 0 < D
  repulsive : ∀ r, 0 < r → r < D → 0 < φ r
  attractive : ∀ r, D < r → φ r < 0
  integrable : IntegrableOn (fun r => r ^ 2 * φ r) (Ioi 0)
  balanced : ∫ r in Ioi (0 : ℝ), r ^ 2 * φ r = 0

/-- The radial weight `I(R)` of the kernel collected between separation zero and the cutoff `R`. -/
def cumulative (φ : ℝ → ℝ) (R : ℝ) : ℝ := ∫ r in (0 : ℝ)..R, r ^ 2 * φ r

variable {φ : ℝ → ℝ} {D C : ℝ}

/-- For a balanced kernel the weight inside the cutoff `R ≥ 0` is minus the weight discarded
outside it. -/
theorem cumulative_eq_neg_tail (h : BalancedKernel φ D) {R : ℝ} (hR : 0 ≤ R) :
    cumulative φ R = -∫ r in Ioi R, r ^ 2 * φ r := by
  have hu := setIntegral_union (Ioc_disjoint_Ioi (a := (0 : ℝ)) (le_refl R)) measurableSet_Ioi
    (h.integrable.mono_set fun x hx => hx.1)
    (h.integrable.mono_set fun x hx => lt_of_le_of_lt hR hx)
  rw [Ioc_union_Ioi_eq_Ioi hR, h.balanced] at hu
  unfold cumulative
  rw [intervalIntegral.integral_of_le hR]
  linarith

/-- If `r⁶ φ(r)` of a balanced kernel stays within `ε` of `-C` beyond the cutoff `R > 0`, then
`R³ I(R)` is within `ε/3` of `C/3`. -/
theorem cutoff_error_bound (h : BalancedKernel φ D) {R ε : ℝ} (hR : 0 < R)
    (hb : ∀ r, R < r → |r ^ 6 * φ r + C| ≤ ε) :
    |R ^ 3 * cumulative φ R - C / 3| ≤ ε / 3 := by
  have hp : ∀ r ∈ Ioi R, r ^ (-4 : ℝ) = (r ^ 4)⁻¹ := fun r hr => by
    rw [Real.rpow_neg (hR.trans hr).le, show (4 : ℝ) = ((4 : ℕ) : ℝ) by norm_num,
      Real.rpow_natCast]
  have hi : IntegrableOn (fun r : ℝ => (r ^ 4)⁻¹) (Ioi R) :=
    (integrableOn_Ioi_rpow_of_lt (by norm_num : (-4 : ℝ) < -1) hR).congr_fun hp measurableSet_Ioi
  have hv : ∫ r in Ioi R, (r ^ 4)⁻¹ = 1 / (3 * R ^ 3) := by
    rw [← setIntegral_congr_fun measurableSet_Ioi hp,
      integral_Ioi_rpow_of_lt (by norm_num : (-4 : ℝ) < -1) hR,
      show (-4 : ℝ) + 1 = -((3 : ℕ) : ℝ) by norm_num, Real.rpow_neg hR.le, Real.rpow_natCast]
    push_cast
    field_simp
  -- compare the discarded tail with that of -C/r⁶
  have key : ‖∫ r in Ioi R, (r ^ 2 * φ r + C * (r ^ 4)⁻¹)‖ ≤ ∫ r in Ioi R, ε * (r ^ 4)⁻¹ := by
    refine norm_integral_le_of_norm_le (hi.const_mul ε) ?_
    filter_upwards [ae_restrict_mem measurableSet_Ioi] with r hr
    have hr0 : 0 < r := hR.trans hr
    have e : r ^ 2 * φ r + C * (r ^ 4)⁻¹ = (r ^ 6 * φ r + C) * (r ^ 4)⁻¹ := by
      field_simp
    rw [e, Real.norm_eq_abs, abs_mul, abs_of_pos (inv_pos.2 (pow_pos hr0 4))]
    exact mul_le_mul_of_nonneg_right (hb r hr) (inv_pos.2 (pow_pos hr0 4)).le
  rw [integral_add (h.integrable.mono_set fun x hx => hR.trans hx) (hi.const_mul C),
    integral_const_mul, integral_const_mul, hv, Real.norm_eq_abs] at key
  rw [cumulative_eq_neg_tail h hR.le]
  generalize (∫ r in Ioi R, r ^ 2 * φ r) = T at key ⊢
  have h3 : R ^ 3 * (1 / (3 * R ^ 3)) = 1 / 3 := by field_simp
  have e : R ^ 3 * -T - C / 3 = -(R ^ 3 * (T + C * (1 / (3 * R ^ 3)))) := by
    linear_combination C * h3
  rw [e, abs_neg, abs_mul, abs_of_pos (pow_pos hR 3)]
  calc _ ≤ R ^ 3 * (ε * (1 / (3 * R ^ 3))) := mul_le_mul_of_nonneg_left key (pow_pos hR 3).le
    _ = ε / 3 := by linear_combination ε * h3

end

end CutoffErrorBound
```

The error:

```
Main.lean:60:6: error: Tactic `rewrite` failed: Did not find an occurrence of the pattern
  ∫ (a : ℝ) in Real.lt✝ R, a ^ 2 * φ a + C * (a ^ 4)⁻¹
in the target expression
  ‖∫ (r : ℝ) in Ioi R, r ^ 2 * φ r + C * (r ^ 4)⁻¹‖ ≤ ∫ (r : ℝ) in Ioi R, ε * (r ^ 4)⁻¹

φ : ℝ → ℝ
D C : ℝ
h : BalancedKernel φ D
R ε : ℝ
hR : 0 < R
hb : ∀ (r : ℝ), R < r → |r ^ 6 * φ r + C| ≤ ε
hp : ∀ r ∈ Ioi R, r ^ (-4) = (r ^ 4)⁻¹
hi : IntegrableOn (fun r => (r ^ 4)⁻¹) (Ioi R) volume
hv : ∫ (r : ℝ) in Ioi R, (r ^ 4)⁻¹ = 1 / (3 * R ^ 3)
key : ‖∫ (r : ℝ) in Ioi R, r ^ 2 * φ r + C * (r ^ 4)⁻¹‖ ≤ ∫ (r : ℝ) in Ioi R, ε * (r ^ 4)⁻¹
⊢ |R ^ 3 * cumulative φ R - C / 3| ≤ ε / 3
```

What went wrong. The error is in the `rw` that should split the integral in `key` with `integral_add`. Its first argument, `h.integrable.mono_set fun x hx => hR.trans hx`, proves integrability on a smaller set but never says which set. Lean had to work it out from the function, where `hx` is used as a proof of `R < x`, and it settled on `Real.lt R`, the bare predicate "greater than R", as the message shows. That is the same set as `Ioi R` once definitions are unfolded, but `rw` does not unfold them that far when it searches for its pattern, so it found no integral over `Real.lt R` in `key`.

The repair proves the integrability beforehand as `hf`, whose stated type names `Ioi R`. With `hf` as the argument, the pattern is an integral over `Ioi R` and matches `key`. The new proof of the inclusion, `Ioi_subset_Ioi hR.le`, also fixes the set as `Ioi R`, so either change would be enough without the other: the old function under the stated type, or the new inclusion proof placed directly in the `rw`. Breaking the `rw` line in a new place is only layout.

This version goes through:

```diff
@@ -49,4 +49,6 @@
     push_cast
     field_simp
+  have hf : IntegrableOn (fun r => r ^ 2 * φ r) (Ioi R) :=
+    h.integrable.mono_set (Ioi_subset_Ioi hR.le)
   -- compare the discarded tail with that of -C/r⁶
   have key : ‖∫ r in Ioi R, (r ^ 2 * φ r + C * (r ^ 4)⁻¹)‖ ≤ ∫ r in Ioi R, ε * (r ^ 4)⁻¹ := by
@@ -58,6 +60,6 @@
     rw [e, Real.norm_eq_abs, abs_mul, abs_of_pos (inv_pos.2 (pow_pos hr0 4))]
     exact mul_le_mul_of_nonneg_right (hb r hr) (inv_pos.2 (pow_pos hr0 4)).le
-  rw [integral_add (h.integrable.mono_set fun x hx => hR.trans hx) (hi.const_mul C),
-    integral_const_mul, integral_const_mul, hv, Real.norm_eq_abs] at key
+  rw [integral_add hf (hi.const_mul C), integral_const_mul, integral_const_mul, hv,
+    Real.norm_eq_abs] at key
   rw [cumulative_eq_neg_tail h hR.le]
   generalize (∫ r in Ioi R, r ^ 2 * φ r) = T at key ⊢
```
